# Gauss–Legendre sums lie below the integral when the derivative of order 2n is positive

## An energy denominator as an integral

In Laplace-transformed MP2, an energy denominator $1/\Delta$ with $\Delta>0$ is written as $\int_0^\infty e^{-\Delta\tau}\,d\tau$. Suppose that the integral is cut off at $T>0$ and evaluated by an $n$-point Gauss–Legendre rule. Is the sum too large or too small?

With $\tau=T(1+t)/2$ the integrand on $[-1,1]$ is $f(t)=\tfrac T2e^{-\Delta T(1+t)/2}$, whose even derivatives are all positive. For this single exponential on a finite interval, the theorem below says that the sum is too small for every $n\ge1$.

## The sign rule

Let nodes $x_i$ and weights $w_i$, $i=0,\dots,n-1$, integrate every real polynomial of degree below $2n$ exactly over $[-1,1]$. For $n\ge1$ and $f\in C^{2n}(\mathbb R)$,

$$f^{(2n)}\ge0\text{ on }[-1,1]\ \Rightarrow\ \sum_i w_if(x_i)\le\int_{-1}^1 f(t)\,dt,$$

with strict inequality if $f^{(2n)}>0$ on $[-1,1]$.

## From exactness to the sign

**Nodes.** Let $P(t)=\prod_i(t-x_i)$. If $\deg q<n$, the rule is exact for $Pq$ and its sum vanishes, so $\int_{-1}^1 Pq\,dt=0$.

- If $x_j=x_k$ with $j\ne k$, take $q=P/[(t-x_j)(t-x_k)]$. Then $Pq=(t-x_j)^2q^2$ has positive integral, a contradiction.
- With $q=P/(t-x_j)$, $Pq=(t-x_j)q^2$. This would have one sign on $[-1,1]$ if $x_j\le-1$ or $x_j\ge1$, again a contradiction.

The nodes are therefore distinct and interior.

**Interpolant.** Let $L$ and $M$ have degree below $n$, with $L(x_i)=f(x_i)$ and $M(x_i)=[f'(x_i)-L'(x_i)]/P'(x_i)$; distinct nodes give $P'(x_i)\neq0$. Then $H=L+PM$ has degree below $2n$ and matches $f$ and $f'$ at the nodes.

**Remainder.** Fix $t\in[-1,1]$, not a node, and choose $K$ with $f(t)-H(t)=KP(t)^2$. The function $g=f-H-KP^2$ vanishes at $t$ and at the $n$ nodes. Rolle's theorem gives $n$ zeros of $g'$ between these points, and $g'$ also vanishes at the nodes: $2n$ zeros in all. Applying Rolle $2n-1$ more times gives $g^{(2n)}(\xi)=0$. Since $H^{(2n)}=0$ and $P^2$ is monic of degree $2n$, $K=f^{(2n)}(\xi)/(2n)!$. Hence

$$f(t)-H(t)=\frac{f^{(2n)}(\xi)}{(2n)!}P(t)^2,\qquad \xi\in[-1,1].$$

At a node both sides are zero.

**Error.** The rule gives the same sum for $f$ and $H$, and is exact for $H$, so

$$\int_{-1}^1 f\,dt-\sum_iw_if(x_i)=\int_{-1}^1(f-H)\,dt\ge0.$$

If $f^{(2n)}>0$, then $f-H$ is positive at $t=1$, which is not a node, and by continuity the integral is positive.

## Two points, two outcomes

For $f(t)=e^t$, nodes $\pm1/\sqrt3$ and unit weights give $2\cosh(1/\sqrt3)\approx2.3427$, below $e-1/e\approx2.3504$.

For $n=2$, exactness through degree 2 is not enough. Nodes $-1,\tfrac13$ with weights $\tfrac12,\tfrac32$ achieve it, but for $t^4$, whose fourth derivative is $24$, they give $\tfrac{14}{27}>\tfrac25=\int_{-1}^1t^4\,dt$.

## The Lean file

```lean
import Mathlib

open Polynomial Set
open Lagrange (nodal)

namespace GaussLegendreErrorSign

/-- An `n`-point Gauss-Legendre rule with nodes `x` and weights `w`: it integrates every real
polynomial of degree below `2n` exactly over `[-1,1]`. -/
def IsGaussLegendre {n : ℕ} (x w : Fin n → ℝ) : Prop :=
  ∀ p : ℝ[X], p.natDegree < 2 * n →
    ∑ i, w i * p.eval (x i) = ∫ t in (-1 : ℝ)..1, p.eval t

/-- The node polynomial `∏ (t - xᵢ)` of a Gauss-Legendre rule is orthogonal on `[-1,1]` to every
polynomial of degree below `n`. -/
theorem nodal_orthogonal {n : ℕ} {x w : Fin n → ℝ} (h : IsGaussLegendre x w)
    (q : ℝ[X]) (hq : q.natDegree < n) :
    ∫ t in (-1 : ℝ)..1, (nodal Finset.univ x * q).eval t = 0 := by
  have hd : (nodal Finset.univ x * q).natDegree < 2 * n := by
    have h1 := natDegree_mul_le (p := nodal Finset.univ x) (q := q)
    rw [Lagrange.natDegree_nodal, Finset.card_fin] at h1
    omega
  rw [← h _ hd]
  refine Finset.sum_eq_zero fun i _ => ?_
  rw [eval_mul, Lagrange.eval_nodal_at_node (Finset.mem_univ i), zero_mul, mul_zero]

/-- The nodes of a Gauss-Legendre rule are distinct and lie strictly between `-1` and `1`. -/
theorem nodes_distinct_interior {n : ℕ} {x w : Fin n → ℝ} (h : IsGaussLegendre x w) :
    Function.Injective x ∧ ∀ i, x i ∈ Ioo (-1 : ℝ) 1 := by
  -- a nonzero polynomial that is nonnegative on the interval has positive integral
  have pos : ∀ p : ℝ[X], p ≠ 0 → (∀ t ∈ Icc (-1 : ℝ) 1, 0 ≤ p.eval t) →
      0 < ∫ t in (-1 : ℝ)..1, p.eval t := by
    intro p hp h0
    have hc : ∃ c ∈ Icc (-1 : ℝ) 1, p.eval c ≠ 0 := by
      by_contra! hc
      exact hp (p.eq_zero_of_infinite_isRoot
        ((Icc_infinite (by norm_num : (-1 : ℝ) < 1)).mono fun c hc' => hc c hc'))
    obtain ⟨c, hcI, hc⟩ := hc
    have := intervalIntegral.integral_lt_integral_of_continuousOn_of_le_of_exists_lt
      (a := -1) (b := 1) (f := fun _ => (0 : ℝ)) (g := fun t => p.eval t) (by norm_num)
      continuousOn_const p.continuous.continuousOn
      (fun t ht => h0 t (Ioc_subset_Icc_self ht)) ⟨c, hcI, lt_of_le_of_ne (h0 c hcI) hc.symm⟩
    simpa only [intervalIntegral.integral_zero] using this
  have hcard : ∀ j : Fin n, (Finset.univ.erase j).card < n := fun j =>
    (Finset.card_erase_lt_of_mem (Finset.mem_univ j)).trans_eq (Finset.card_fin n)
  constructor
  · intro j k hjk
    by_contra hne
    have hk : k ∈ Finset.univ.erase j :=
      Finset.mem_erase.mpr ⟨fun e => hne e.symm, Finset.mem_univ k⟩
    have hO := nodal_orthogonal h (nodal ((Finset.univ.erase j).erase k) x) (by
      rw [Lagrange.natDegree_nodal]
      exact (Finset.card_le_card (Finset.erase_subset _ _)).trans_lt (hcard j))
    have := pos (nodal Finset.univ x * nodal ((Finset.univ.erase j).erase k) x)
      (mul_ne_zero Lagrange.nodal_ne_zero Lagrange.nodal_ne_zero) (fun t _ => by
      rw [Lagrange.nodal_eq_mul_nodal_erase (v := x) (Finset.mem_univ j),
        Lagrange.nodal_eq_mul_nodal_erase (v := x) hk]
      simp only [eval_mul, eval_sub, eval_X, eval_C, hjk]
      nlinarith [sq_nonneg ((t - x k) * (nodal ((Finset.univ.erase j).erase k) x).eval t)])
    exact this.ne' hO
  · intro j
    have hO := nodal_orthogonal h (nodal (Finset.univ.erase j) x) (by
      rw [Lagrange.natDegree_nodal]
      exact hcard j)
    have hne : nodal Finset.univ x * nodal (Finset.univ.erase j) x ≠ 0 :=
      mul_ne_zero Lagrange.nodal_ne_zero Lagrange.nodal_ne_zero
    have hev : ∀ t, (nodal Finset.univ x * nodal (Finset.univ.erase j) x).eval t =
        (t - x j) * ((nodal (Finset.univ.erase j) x).eval t) ^ 2 := fun t => by
      rw [Lagrange.nodal_eq_mul_nodal_erase (v := x) (Finset.mem_univ j)]
      simp only [eval_mul, eval_sub, eval_X, eval_C]
      ring
    constructor
    · by_contra! hc
      refine (pos _ hne fun t ht => ?_).ne' hO
      rw [hev]
      exact mul_nonneg (by linarith [ht.1]) (sq_nonneg _)
    · by_contra! hc
      have := pos _ (neg_ne_zero.mpr hne) (fun t ht => by
        rw [eval_neg, hev, ← neg_mul]
        exact mul_nonneg (by linarith [ht.2]) (sq_nonneg _))
      simp only [eval_neg, intervalIntegral.integral_neg] at this
      linarith

/-- Hermite interpolation: at `n ≥ 1` distinct nodes, values and slopes can be prescribed by a
polynomial of degree below `2n`. -/
theorem hermite_exists {n : ℕ} (hn : 0 < n) {x : Fin n → ℝ} (hx : Function.Injective x)
    (a b : Fin n → ℝ) : ∃ H : ℝ[X], H.natDegree < 2 * n ∧
      ∀ i, H.eval (x i) = a i ∧ H.derivative.eval (x i) = b i := by
  have key : ∀ r : Fin n → ℝ, ∃ L : ℝ[X], L.natDegree < n ∧ ∀ i, L.eval (x i) = r i := by
    intro r
    refine ⟨Lagrange.interpolate Finset.univ x r, ?_, fun i =>
      Lagrange.eval_interpolate_at_node r hx.injOn (Finset.mem_univ i)⟩
    have := natDegree_le_of_degree_le
      (Lagrange.degree_interpolate_le (s := Finset.univ) r hx.injOn)
    rw [Finset.card_fin] at this
    omega
  have hd : ∀ i, (nodal Finset.univ x).derivative.eval (x i) ≠ 0 := fun i => by
    rw [Lagrange.eval_nodal_derivative_eval_node_eq (Finset.mem_univ i), Lagrange.eval_nodal]
    exact Finset.prod_ne_zero_iff.mpr fun k hk =>
      sub_ne_zero.mpr fun e => Finset.ne_of_mem_erase hk (hx e).symm
  obtain ⟨L, hL, hLa⟩ := key a
  -- correct the slopes without touching the values
  obtain ⟨M, hM, hMb⟩ := key fun i =>
    (b i - L.derivative.eval (x i)) / (nodal Finset.univ x).derivative.eval (x i)
  refine ⟨L + nodal Finset.univ x * M, ?_, fun i => ?_⟩
  · have h1 := natDegree_add_le L (nodal Finset.univ x * M)
    have h2 := natDegree_mul_le (p := nodal Finset.univ x) (q := M)
    rw [Lagrange.natDegree_nodal, Finset.card_fin] at h2
    omega
  · have h0 := Lagrange.eval_nodal_at_node (v := x) (Finset.mem_univ i)
    have hc := mul_div_cancel₀ (b i - L.derivative.eval (x i)) (hd i)
    simp only [derivative_add, derivative_mul, eval_add, eval_mul, h0, hLa, hMb]
    refine ⟨by ring, ?_⟩
    have hdi := hd i
    field_simp
    ring

/-- Rolle's theorem for many zeros: given `m + 1` zeros in `[-1,1]` of a differentiable function,
its derivative has `m` zeros in `[-1,1]` that are not among the given ones. -/
theorem rolle_zeros {m : ℕ} {g : ℝ → ℝ} (hg : Differentiable ℝ g) (Z : Finset ℝ)
    (hc : Z.card = m + 1) (hZ : ∀ z ∈ Z, z ∈ Icc (-1 : ℝ) 1 ∧ g z = 0) :
    ∃ Y : Finset ℝ, Y.card = m ∧ Disjoint Z Y ∧
      ∀ y ∈ Y, y ∈ Icc (-1 : ℝ) 1 ∧ deriv g y = 0 := by
  obtain ⟨e, he, hs⟩ : ∃ e : Fin (m + 1) ↪o ℝ, (∀ i, e i ∈ Z) ∧ ∀ z ∈ Z, ∃ k, e k = z :=
    ⟨Z.orderEmbOfFin hc, Z.orderEmbOfFin_mem hc, fun z hz => by
      rw [← Finset.mem_coe, ← Z.range_orderEmbOfFin hc] at hz
      exact hz⟩
  have hr : ∀ i : Fin m, ∃ c ∈ Ioo (e i.castSucc) (e i.succ), deriv g c = 0 := fun i =>
    exists_deriv_eq_zero (e.strictMono (Fin.lt_def.mpr (Nat.lt_succ_self i.val)))
      hg.continuous.continuousOn ((hZ _ (he _)).2.trans (hZ _ (he _)).2.symm)
  choose c hcI hcd using hr
  have hmono : StrictMono c := fun i j hij => (hcI i).2.trans_le
    ((e.monotone (Fin.le_def.mpr (Nat.succ_le_of_lt (Fin.lt_def.mp hij)))).trans (hcI j).1.le)
  refine ⟨Finset.univ.map ⟨c, hmono.injective⟩, by simp, ?_, ?_⟩
  · rw [Finset.disjoint_left]
    intro z hz hy
    obtain ⟨i, -, hi⟩ := Finset.mem_map.mp hy
    obtain ⟨k, hk⟩ := hs z hz
    have hki : e k = c i := hk.trans hi.symm
    have h1 : i.val < k.val :=
      Fin.lt_def.mp (e.lt_iff_lt.mp (by rw [hki]; exact (hcI i).1 : e i.castSucc < e k))
    have h2 : k.val < i.val + 1 :=
      Fin.lt_def.mp (e.lt_iff_lt.mp (by rw [hki]; exact (hcI i).2 : e k < e i.succ))
    omega
  · intro y hy
    obtain ⟨i, -, rfl⟩ := Finset.mem_map.mp hy
    exact ⟨⟨(hZ _ (he _)).1.1.trans (hcI i).1.le, (hcI i).2.le.trans (hZ _ (he _)).1.2⟩, hcd i⟩

/-- A `C^m` function with `m + 1` zeros in `[-1,1]` has a zero of its `m`-th derivative there. -/
theorem rolle_iterated (m : ℕ) : ∀ {g : ℝ → ℝ}, ContDiff ℝ m g → ∀ Z : Finset ℝ,
    Z.card = m + 1 → (∀ z ∈ Z, z ∈ Icc (-1 : ℝ) 1 ∧ g z = 0) →
    ∃ ξ ∈ Icc (-1 : ℝ) 1, iteratedDeriv m g ξ = 0 := by
  induction m with
  | zero =>
    intro g _ Z hc hZ
    obtain ⟨z, hz⟩ := Finset.card_pos.mp (by omega : 0 < Z.card)
    exact ⟨z, (hZ z hz).1, by simpa using (hZ z hz).2⟩
  | succ m ih =>
    intro g hg Z hc hZ
    obtain ⟨hd, -, hg'⟩ := contDiff_succ_iff_deriv.mp
      (by exact_mod_cast hg : ContDiff ℝ ((m : WithTop ℕ∞) + 1) g)
    obtain ⟨Y, hY, -, hYz⟩ := rolle_zeros hd Z hc hZ
    rw [iteratedDeriv_succ']
    exact ih hg' Y hY hYz

/-- Subtracting a polynomial of degree at most `m` from a `C^m` function lowers the `m`-th
derivative by `m!` times the coefficient of `t^m`. -/
theorem iteratedDeriv_sub_polynomial (m : ℕ) : ∀ {f : ℝ → ℝ} {q : ℝ[X]}, ContDiff ℝ m f →
    q.natDegree ≤ m → ∀ t, iteratedDeriv m (fun s => f s - q.eval s) t =
      iteratedDeriv m f t - m.factorial * q.coeff m := by
  induction m with
  | zero =>
    intro f q _ hq t
    rw [eq_C_of_natDegree_le_zero hq]
    simp
  | succ m ih =>
    intro f q hf hq t
    obtain ⟨hd, -, hf'⟩ := contDiff_succ_iff_deriv.mp
      (by exact_mod_cast hf : ContDiff ℝ ((m : WithTop ℕ∞) + 1) f)
    have hq' : q.derivative.natDegree ≤ m := by
      have := natDegree_derivative_le q
      omega
    have hder : deriv (fun s => f s - q.eval s) = fun s => deriv f s - q.derivative.eval s :=
      funext fun s => ((hd s).hasDerivAt.fun_sub (q.hasDerivAt s)).deriv
    rw [iteratedDeriv_succ', iteratedDeriv_succ', hder, ih hf' hq', coeff_derivative,
      Nat.factorial_succ]
    push_cast
    ring

/-- Hermite remainder: for `n ≥ 1` distinct nodes in `[-1,1]` and `f` of class `C^{2n}`, some
polynomial `H` of degree below `2n` agrees with `f` at the nodes, and on `[-1,1]` the difference
`f - H` is `f^{(2n)}(ξ)/(2n)!` times the squared node polynomial, with `ξ` in `[-1,1]` depending on
the point at which the difference is taken. -/
theorem hermite_remainder {n : ℕ} (hn : 0 < n) {x : Fin n → ℝ} (hx : Function.Injective x)
    (hI : ∀ i, x i ∈ Icc (-1 : ℝ) 1) {f : ℝ → ℝ} (hf : ContDiff ℝ (2 * n : ℕ) f) :
    ∃ H : ℝ[X], H.natDegree < 2 * n ∧ (∀ i, H.eval (x i) = f (x i)) ∧
      ∀ t ∈ Icc (-1 : ℝ) 1, ∃ ξ ∈ Icc (-1 : ℝ) 1, f t - H.eval t =
        iteratedDeriv (2 * n) f ξ / (2 * n).factorial * (nodal Finset.univ x).eval t ^ 2 := by
  obtain ⟨H, hdeg, hH⟩ := hermite_exists hn hx (fun i => f (x i)) (fun i => deriv f (x i))
  refine ⟨H, hdeg, fun i => (hH i).1, fun t ht => ?_⟩
  have h0 : ∀ i, (nodal Finset.univ x).eval (x i) = 0 := fun i =>
    Lagrange.eval_nodal_at_node (Finset.mem_univ i)
  by_cases hti : ∃ i, t = x i
  · obtain ⟨i, rfl⟩ := hti
    exact ⟨x i, ht, by rw [(hH i).1, h0]; simp⟩
  have hPt : (nodal Finset.univ x).eval t ≠ 0 := by
    rw [Lagrange.eval_nodal]
    exact Finset.prod_ne_zero_iff.mpr fun i _ => sub_ne_zero.mpr fun e => hti ⟨i, e⟩
  have hPm : (nodal Finset.univ x).Monic := Lagrange.nodal_monic
  have hPd : (nodal Finset.univ x).natDegree = n := by
    rw [Lagrange.natDegree_nodal, Finset.card_fin]
  generalize nodal Finset.univ x = P at *
  -- choose K so that f - H - K P² vanishes at t as well
  obtain ⟨K, hK⟩ : ∃ K, K * P.eval t ^ 2 = f t - H.eval t :=
    ⟨(f t - H.eval t) / P.eval t ^ 2, div_mul_cancel₀ _ (pow_ne_zero 2 hPt)⟩
  obtain ⟨q, hq⟩ : ∃ q, q = H + C K * (P * P) := ⟨_, rfl⟩
  have hPP : (P * P).natDegree = 2 * n := by rw [hPm.natDegree_mul hPm, hPd, two_mul]
  have hqd : q.natDegree ≤ 2 * n := by
    have h1 := natDegree_add_le H (C K * (P * P))
    have h2 := natDegree_C_mul_le K (P * P)
    rw [hq]
    omega
  have hqc : q.coeff (2 * n) = K := by
    have h1 := (hPm.mul hPm).coeff_natDegree
    rw [hPP] at h1
    rw [hq, coeff_add, coeff_C_mul, h1, coeff_eq_zero_of_natDegree_lt hdeg, zero_add, mul_one]
  obtain ⟨k, hk⟩ : ∃ k, 2 * n = k + 1 := ⟨2 * n - 1, by omega⟩
  have hqs : ContDiff ℝ (2 * n : ℕ) (fun s => q.eval s) := by
    simp only [eval_eq_sum_range]
    exact ContDiff.sum fun i _ => contDiff_const.mul (contDiff_id.pow i)
  have hg : ContDiff ℝ (2 * n : ℕ) (fun s => f s - q.eval s) := hf.sub hqs
  have hf1 := hf
  rw [hk] at hg hf1
  obtain ⟨hgd, -, hg'⟩ := contDiff_succ_iff_deriv.mp
    (by exact_mod_cast hg : ContDiff ℝ ((k : WithTop ℕ∞) + 1) (fun s => f s - q.eval s))
  have hfd := (contDiff_succ_iff_deriv.mp
    (by exact_mod_cast hf1 : ContDiff ℝ ((k : WithTop ℕ∞) + 1) f)).1
  have hS : (Finset.univ.image x).card = n := by
    rw [Finset.card_image_of_injective _ hx, Finset.card_fin]
  have htS : t ∉ Finset.univ.image x := fun hm => by
    obtain ⟨i, -, hi⟩ := Finset.mem_image.mp hm
    exact hti ⟨i, hi.symm⟩
  obtain ⟨Y, hY, hdis, hYz⟩ := rolle_zeros (m := n) hgd (insert t (Finset.univ.image x))
    (by rw [Finset.card_insert_of_notMem htS, hS]) (fun z hz => by
      rcases Finset.mem_insert.mp hz with rfl | hz
      · refine ⟨ht, ?_⟩
        simp only [hq, eval_add, eval_mul, eval_C]
        linear_combination -hK
      · obtain ⟨i, -, rfl⟩ := Finset.mem_image.mp hz
        exact ⟨hI i, by simp [hq, h0, (hH i).1]⟩)
  -- the nodes are double zeros, so the derivative has 2n zeros in all
  obtain ⟨ξ, hξ, hz⟩ := rolle_iterated k hg' (Finset.univ.image x ∪ Y)
    (by
      rw [Finset.card_union_of_disjoint (hdis.mono_left (Finset.subset_insert _ _)), hS, hY]
      omega)
    (fun z hz => by
      rcases Finset.mem_union.mp hz with hz | hz
      · obtain ⟨i, -, rfl⟩ := Finset.mem_image.mp hz
        refine ⟨hI i, ?_⟩
        rw [((hfd (x i)).hasDerivAt.fun_sub (q.hasDerivAt (x i))).deriv]
        simp [hq, derivative_mul, h0, (hH i).2]
      · exact hYz z hz)
  rw [← iteratedDeriv_succ', ← hk, iteratedDeriv_sub_polynomial _ hf hqd, hqc] at hz
  refine ⟨ξ, hξ, ?_⟩
  rw [sub_eq_zero.mp hz, mul_div_cancel_left₀ _ (Nat.cast_ne_zero.mpr (Nat.factorial_ne_zero _)),
    hK]

/-- Sign of the Gauss-Legendre error: for `n ≥ 1` and `f` of class `C^{2n}`, the `n`-point sum is at
most the integral over `[-1,1]` if the derivative of order `2n` is nonnegative there, and strictly
smaller if that derivative is positive there. -/
theorem gauss_legendre_error_sign {n : ℕ} (hn : 0 < n) {x w : Fin n → ℝ}
    (h : IsGaussLegendre x w) {f : ℝ → ℝ} (hf : ContDiff ℝ (2 * n : ℕ) f) :
    ((∀ t ∈ Icc (-1 : ℝ) 1, 0 ≤ iteratedDeriv (2 * n) f t) →
      ∑ i, w i * f (x i) ≤ ∫ t in (-1 : ℝ)..1, f t) ∧
    ((∀ t ∈ Icc (-1 : ℝ) 1, 0 < iteratedDeriv (2 * n) f t) →
      ∑ i, w i * f (x i) < ∫ t in (-1 : ℝ)..1, f t) := by
  obtain ⟨hx, hI⟩ := nodes_distinct_interior h
  obtain ⟨H, hdeg, hH, hrem⟩ :=
    hermite_remainder hn hx (fun i => Ioo_subset_Icc_self (hI i)) hf
  -- the rule cannot tell f from H, and it is exact for H
  have hsum : ∑ i, w i * f (x i) = ∫ t in (-1 : ℝ)..1, H.eval t := by
    rw [← h H hdeg]
    exact Finset.sum_congr rfl fun i _ => by rw [hH]
  have hle : (∀ t ∈ Icc (-1 : ℝ) 1, 0 ≤ iteratedDeriv (2 * n) f t) →
      ∀ t ∈ Icc (-1 : ℝ) 1, H.eval t ≤ f t := fun hD t ht => by
    obtain ⟨ξ, hξ, e⟩ := hrem t ht
    exact sub_nonneg.mp (e ▸ mul_nonneg (div_nonneg (hD ξ hξ) (Nat.cast_nonneg _)) (sq_nonneg _))
  rw [hsum]
  refine ⟨fun hD => intervalIntegral.integral_mono_on (by norm_num)
    (H.continuous.intervalIntegrable _ _) (hf.continuous.intervalIntegrable _ _) (hle hD),
    fun hD => ?_⟩
  refine intervalIntegral.integral_lt_integral_of_continuousOn_of_le_of_exists_lt (by norm_num)
    H.continuous.continuousOn hf.continuous.continuousOn
    (fun t ht => hle (fun s hs => (hD s hs).le) t (Ioc_subset_Icc_self ht))
    ⟨1, by norm_num, ?_⟩
  -- the endpoint 1 is not a node, so the remainder is positive there
  obtain ⟨ξ, hξ, e⟩ := hrem 1 (by norm_num)
  have hP : (nodal Finset.univ x).eval 1 ≠ 0 := by
    rw [Lagrange.eval_nodal]
    exact Finset.prod_ne_zero_iff.mpr fun i _ => sub_ne_zero.mpr (hI i).2.ne'
  exact sub_pos.mp (e ▸ mul_pos (div_pos (hD ξ hξ) (Nat.cast_pos.mpr (Nat.factorial_pos _)))
    (pow_pos (abs_pos.mpr hP) 2 |>.trans_eq (sq_abs _)))

/-- Every Gauss-Legendre rule with `n ≥ 1` points underestimates the integral `e - 1/e` of the
exponential function over `[-1,1]`. -/
theorem gauss_legendre_exp_lt {n : ℕ} (hn : 0 < n) {x w : Fin n → ℝ}
    (h : IsGaussLegendre x w) :
    ∑ i, w i * Real.exp (x i) < Real.exp 1 - Real.exp (-1) := by
  rw [← integral_exp]
  refine (gauss_legendre_error_sign hn h Real.contDiff_exp).2 fun t _ => ?_
  rw [iteratedDeriv_eq_iterate, Real.iter_deriv_exp]
  exact Real.exp_pos t

/-- The nodes `-1/√3` and `1/√3` with unit weights form a two-point Gauss-Legendre rule. -/
theorem isGaussLegendre_witness :
    IsGaussLegendre ![-(1 / √3), 1 / √3] ![1, 1] := by
  intro p hp
  have he : ∀ t, p.eval t =
      p.coeff 0 + p.coeff 1 * t + p.coeff 2 * t ^ 2 + p.coeff 3 * t ^ 3 := fun t => by
    rw [eval_eq_sum_range' (show p.natDegree < 4 by omega) t]
    simp [Finset.sum_range_succ]
  have hint : ∫ t in (-1 : ℝ)..1, p.eval t = 2 * p.coeff 0 + 2 / 3 * p.coeff 2 := by
    let F : ℝ[X] := C (p.coeff 0) * X + C (p.coeff 1 / 2) * X ^ 2 + C (p.coeff 2 / 3) * X ^ 3 +
      C (p.coeff 3 / 4) * X ^ 4
    rw [intervalIntegral.integral_eq_sub_of_hasDerivAt (f := fun t => F.eval t)
      (fun t _ => (F.hasDerivAt t).congr_deriv (by rw [he]; simp [F]; ring))
      (p.continuous.intervalIntegrable _ _)]
    simp only [F, eval_add, eval_mul, eval_C, eval_X, eval_pow]
    ring
  have hs : (1 / √3 : ℝ) ^ 2 = 1 / 3 := by
    rw [div_pow, Real.sq_sqrt (by norm_num), one_pow]
  rw [hint, Fin.sum_univ_two]
  change 1 * p.eval (-(1 / √3)) + 1 * p.eval (1 / √3) = _
  rw [he, he]
  linear_combination 2 * p.coeff 2 * hs

end GaussLegendreErrorSign
```

```lean
#print axioms GaussLegendreErrorSign.gauss_legendre_error_sign
-- 'GaussLegendreErrorSign.gauss_legendre_error_sign' depends on axioms: [propext, Classical.choice, Quot.sound]
#print axioms GaussLegendreErrorSign.gauss_legendre_exp_lt
-- 'GaussLegendreErrorSign.gauss_legendre_exp_lt' depends on axioms: [propext, Classical.choice, Quot.sound]
```

## Reading the statement

`IsGaussLegendre x w` is the exactness condition, with nodes and weights as functions on `Fin n`. It assumes neither positive weights nor ordered nodes. `ContDiff ℝ (2 * n : ℕ) f` requires smoothness on the whole line, while the sign of `iteratedDeriv (2 * n) f` matters only on `Icc (-1 : ℝ) 1`. The file exhibits a rule for $n=2$ but does not construct one for every $n$; rounding errors are not modelled.

## Reading the proof

`nodal_orthogonal` and `nodes_distinct_interior` carry out the node argument; the local claim `pos` supplies the positive integrals. `hermite_exists` builds $L+PM$.

`rolle_zeros` orders the zeros and finds one of the derivative in each gap. Its disjointness claim ensures that these are not counted again as nodes. `rolle_iterated` repeats Rolle by induction, and `iteratedDeriv_sub_polynomial` computes the derivative of order $2n$ of $g$. `hermite_remainder` combines them, with `q` standing for $H+KP^2$.

In `gauss_legendre_error_sign`, `hsum` replaces the sum for $f$ by the integral of $H$, and `hle` gives $H\le f$. Integral monotonicity then yields the weak inequality, and the point $1$ the strict one. `gauss_legendre_exp_lt` applies this to the exponential; `isGaussLegendre_witness` checks the two-point rule on a general cubic.
